# Exponentially small gradient variance of the global cost for independently rotated qubits

## State, costs and random angles

Take n ≥ 1 qubits, numbered i = 0, …, n−1. Each starts in |0⟩ and is rotated about the x axis by its own angle t_i:

exp(−i t X/2)|0⟩ = cos(t/2)|0⟩ − i sin(t/2)|1⟩

Here X is the Pauli matrix, and the i in the exponent and before the sine is the imaginary unit. There are no entangling gates, so the amplitude of a bit string b is the product of the single-qubit amplitudes.

The global cost C_G is one minus the probability that all qubits are found in |0⟩. The local cost C_L is one minus the average, over the qubits, of the probability that a given qubit is found in |0⟩. The angles are independent and uniform on [0, 2π]. E and Var denote mean and variance over them, and ∂_k is the derivative with respect to t_k with the other angles fixed.

## Mean and variance of one gradient component

For every k,

E[∂_k C_G] = 0, Var[∂_k C_G] = (1/8)(3/8)^(n−1)

E[∂_k C_L] = 0, Var[∂_k C_L] = 1/(8n²)

For every ε > 0, the probability of a global gradient component of at least that size obeys

P(|∂_k C_G| ≥ ε) ≤ (1/8)(3/8)^(n−1)/ε²

## Sampling error and a check for gradient code

In variational quantum algorithms, an exponentially flat cost landscape is called a barren plateau. The name is often attached to deep, entangling random circuits; here the flatness appears in a product circuit with one random angle per qubit, and it comes from the choice of cost.

Over random angles, the root-mean-square size of a gradient component is its standard deviation, about 0.354 · 0.612^(n−1) for C_G and 0.354/n for C_L. This gives a scale for judging the sampling error when a simulation estimates gradients from a finite number of measurements, although the component at a particular point can be much smaller or larger. The variances also give reference values for a gradient routine run on random angles. A code that rotates by exp(−i t X), without the half, will find them four times as large.

## From Born probabilities to the factors 1/8 and 3/8

A single qubit gives outcome 0 with probability cos²(t/2) and outcome 1 with probability sin²(t/2). Hence

C_G = 1 − ∏_i cos²(t_i/2)

For the local cost, fix qubit i in |0⟩ and sum over the outcomes of the others. Each other qubit j contributes cos²(t_j/2) + sin²(t_j/2) = 1, so

C_L = 1 − (1/n) ∑_i cos²(t_i/2)

Since cos²(t/2) = (1 + cos t)/2 has derivative −(sin t)/2,

∂_k C_G = (sin t_k)/2 · ∏_{i≠k} cos²(t_i/2)

∂_k C_L = (sin t_k)/(2n)

Three one-angle averages are needed:

E[(sin t)/2] = 0

E[(sin t)²/4] = (1/4)(1/2) = 1/8

E[cos⁴(t/2)] = E[1 + 2 cos t + cos² t]/4 = (1 + 0 + 1/2)/4 = 3/8

By independence, the average of a product of one-angle functions is the product of their averages. Both means contain the factor E[(sin t)/2] = 0, so each variance is a mean square. For C_G this is 1/8 times n−1 factors of 3/8; for C_L it is (1/8)/n². For n = 1 the product over the other qubits is empty and both variances are 1/8. Chebyshev's inequality then gives the probability bound.

## Two qubits and ten qubits in numbers

For n = 2 and t_0 = t_1 = π/2, the global component is (1/2)(1/2) = 1/4, and the local one is 1/4 as well. The variances are (1/8)(3/8) = 3/64 ≈ 0.047 and 1/32 ≈ 0.031, so at this size the global cost has the larger one.

For n = 10 the global variance is (1/8)(3/8)^9 ≈ 1.83·10⁻⁵, a standard deviation of about 0.0043. The local variance is 1/800, a standard deviation of about 0.035. With ε = 0.1, the bound on the probability of a larger global component is about 0.0018.

## The Lean file

```lean
import Mathlib

open MeasureTheory ProbabilityTheory

namespace ProductCircuitPlateau

noncomputable section

/-- The state of one qubit rotated out of `|0⟩` by the angle `t` about the x axis. -/
def qubit (t : ℝ) : Fin 2 → ℂ :=
  ![((Real.cos (t / 2) : ℝ) : ℂ), -Complex.I * ((Real.sin (t / 2) : ℝ) : ℂ)]

/-- The amplitude of the bit string `b` in the unentangled state of `n` rotated qubits. -/
def productState {n : ℕ} (t : Fin n → ℝ) (b : Fin n → Fin 2) : ℂ :=
  ∏ i, qubit (t i) (b i)

/-- The global cost: one minus the probability that all qubits are found in `|0⟩`. -/
def globalCost {n : ℕ} (t : Fin n → ℝ) : ℝ :=
  1 - ‖productState t (fun _ => 0)‖ ^ 2

/-- The local cost, for `n ≥ 1`: one minus the average over the qubits of the probability
that the qubit is found in `|0⟩`, whatever the others show. -/
def localCost {n : ℕ} (t : Fin n → ℝ) : ℝ :=
  1 - (1 / (n : ℝ)) * ∑ i, ∑ b ∈ Finset.univ.filter (fun b : Fin n → Fin 2 => b i = 0),
    ‖productState t b‖ ^ 2

/-- The derivative of a cost with respect to the angle `k`, the other angles held fixed. -/
def partialDeriv {n : ℕ} (C : (Fin n → ℝ) → ℝ) (k : Fin n) (t : Fin n → ℝ) : ℝ :=
  deriv (fun s => C (Function.update t k s)) (t k)

/-- The uniform distribution of one angle on the interval from `0` to `2π`. -/
def uniformAngle : Measure ℝ :=
  ENNReal.ofReal (2 * Real.pi)⁻¹ • volume.restrict (Set.Ioc 0 (2 * Real.pi))

/-- The uniform distribution of an angle has total probability one. -/
instance : IsProbabilityMeasure uniformAngle := ⟨by
  have h : (2 * Real.pi)⁻¹ * (2 * Real.pi) = 1 := inv_mul_cancel₀ (by positivity)
  rw [uniformAngle, Measure.smul_apply, Measure.restrict_apply_univ, Real.volume_Ioc,
    smul_eq_mul, sub_zero, ← ENNReal.ofReal_mul (by positivity), h, ENNReal.ofReal_one]⟩

/-- The joint distribution of `n` independent uniform angles. -/
abbrev randomAngles (n : ℕ) : Measure (Fin n → ℝ) := Measure.pi fun _ => uniformAngle

/-- A rotated qubit is found in `|0⟩` with probability `cos²(t/2)` and in `|1⟩` with
probability `sin²(t/2)`. -/
theorem qubit_probabilities (t : ℝ) :
    ‖qubit t 0‖ ^ 2 = Real.cos (t / 2) ^ 2 ∧ ‖qubit t 1‖ ^ 2 = Real.sin (t / 2) ^ 2 := by
  constructor
  · show ‖((Real.cos (t / 2) : ℝ) : ℂ)‖ ^ 2 = _
    rw [Complex.norm_real, Real.norm_eq_abs, sq_abs]
  · show ‖-Complex.I * ((Real.sin (t / 2) : ℝ) : ℂ)‖ ^ 2 = _
    rw [norm_mul, norm_neg, Complex.norm_I, one_mul, Complex.norm_real, Real.norm_eq_abs, sq_abs]

/-- The global cost is one minus the product of all `cos²(t_i/2)`. -/
theorem globalCost_eq {n : ℕ} (t : Fin n → ℝ) :
    globalCost t = 1 - ∏ i, Real.cos (t i / 2) ^ 2 := by
  rw [globalCost, productState, norm_prod, ← Finset.prod_pow]
  simp only [(qubit_probabilities _).1]

/-- The local cost is one minus the arithmetic mean of the `cos²(t_i/2)`. -/
theorem localCost_eq {n : ℕ} (t : Fin n → ℝ) :
    localCost t = 1 - (1 / (n : ℝ)) * ∑ i, Real.cos (t i / 2) ^ 2 := by
  rw [localCost]
  congr 2
  refine Finset.sum_congr rfl fun k _ => ?_
  -- the outcomes with qubit `k` in `|0⟩` form a product set
  have hS : Finset.univ.filter (fun b : Fin n → Fin 2 => b k = 0) =
      Fintype.piFinset (fun i => if i = k then ({0} : Finset (Fin 2)) else Finset.univ) := by
    ext b
    rw [Finset.mem_filter, Fintype.mem_piFinset]
    constructor
    · rintro ⟨_, h⟩ i
      by_cases hi : i = k
      · subst hi
        simp [h]
      · simp [hi]
    · intro h
      exact ⟨Finset.mem_univ _, by simpa using h k⟩
  simp only [hS, productState, norm_prod, ← Finset.prod_pow]
  rw [← Finset.prod_univ_sum (f := fun i j => ‖qubit (t i) j‖ ^ 2)]
  -- every other qubit contributes total probability one
  calc _ = ∏ i, (if i = k then Real.cos (t i / 2) ^ 2 else 1) := by
        refine Finset.prod_congr rfl fun i _ => ?_
        split_ifs
        · rw [Finset.sum_singleton, (qubit_probabilities _).1]
        · rw [Fin.sum_univ_two, (qubit_probabilities _).1, (qubit_probabilities _).2,
            Real.cos_sq_add_sin_sq]
    _ = _ := by simp

/-- The slope of the global cost in angle `k` is `sin(t_k)/2` times the product of
`cos²(t_i/2)` over all other qubits. -/
theorem globalCost_hasDerivAt {n : ℕ} (t : Fin n → ℝ) (k : Fin n) :
    HasDerivAt (fun s => globalCost (Function.update t k s))
      (Real.sin (t k) / 2 * ∏ i ∈ Finset.univ.erase k, Real.cos (t i / 2) ^ 2) (t k) := by
  have h : (fun s => globalCost (Function.update t k s)) = fun s =>
      1 - (1 / 2 + Real.cos s / 2) * ∏ i ∈ Finset.univ.erase k, Real.cos (t i / 2) ^ 2 := by
    funext s
    have hp : ∏ i ∈ Finset.univ.erase k, Real.cos (Function.update t k s i / 2) ^ 2 =
        ∏ i ∈ Finset.univ.erase k, Real.cos (t i / 2) ^ 2 :=
      Finset.prod_congr rfl fun i hi => by
        rw [Function.update_of_ne (Finset.ne_of_mem_erase hi)]
    have hc : Real.cos (s / 2) ^ 2 = 1 / 2 + Real.cos s / 2 := by
      rw [Real.cos_sq, show 2 * (s / 2) = s by ring]
    rw [globalCost_eq, ← Finset.mul_prod_erase Finset.univ _ (Finset.mem_univ k), hp,
      Function.update_self, hc]
  rw [h]
  exact (((((Real.hasDerivAt_cos (t k)).div_const 2).const_add (1 / 2)).mul_const _).const_sub
    1).congr_deriv (by ring)

/-- The slope of the local cost in angle `k` is `sin(t_k)/(2n)`. -/
theorem localCost_hasDerivAt {n : ℕ} (t : Fin n → ℝ) (k : Fin n) :
    HasDerivAt (fun s => localCost (Function.update t k s))
      (Real.sin (t k) / 2 / n) (t k) := by
  have h : (fun s => localCost (Function.update t k s)) = fun s => 1 - (1 / (n : ℝ)) *
      ((1 / 2 + Real.cos s / 2) + ∑ i ∈ Finset.univ.erase k, Real.cos (t i / 2) ^ 2) := by
    funext s
    have hp : ∑ i ∈ Finset.univ.erase k, Real.cos (Function.update t k s i / 2) ^ 2 =
        ∑ i ∈ Finset.univ.erase k, Real.cos (t i / 2) ^ 2 :=
      Finset.sum_congr rfl fun i hi => by
        rw [Function.update_of_ne (Finset.ne_of_mem_erase hi)]
    have hc : Real.cos (s / 2) ^ 2 = 1 / 2 + Real.cos s / 2 := by
      rw [Real.cos_sq, show 2 * (s / 2) = s by ring]
    rw [localCost_eq, ← Finset.add_sum_erase Finset.univ _ (Finset.mem_univ k), hp,
      Function.update_self, hc]
  rw [h]
  exact ((((((Real.hasDerivAt_cos (t k)).div_const 2).const_add (1 / 2)).add_const _).const_mul
    (1 / (n : ℝ))).const_sub 1).congr_deriv (by ring)

/-- Over a uniform angle, `sin(x)/2` averages to `0`, its square to `1/8`, and
`cos⁴(x/2)` to `3/8`. -/
theorem angle_moments :
    ∫ x, Real.sin x / 2 ∂uniformAngle = 0 ∧
    ∫ x, (Real.sin x / 2) ^ 2 ∂uniformAngle = 1 / 8 ∧
    ∫ x, (Real.cos (x / 2) ^ 2) ^ 2 ∂uniformAngle = 3 / 8 := by
  have hU : ∀ f : ℝ → ℝ, ∫ x, f x ∂uniformAngle =
      (2 * Real.pi)⁻¹ * ∫ x in (0 : ℝ)..(2 * Real.pi), f x := fun f => by
    rw [uniformAngle, integral_smul_measure, intervalIntegral.integral_of_le (by positivity),
      ENNReal.toReal_ofReal (by positivity), smul_eq_mul]
  have hpi : (2 * Real.pi)⁻¹ * (2 * Real.pi) = 1 := inv_mul_cancel₀ (by positivity)
  refine ⟨?_, ?_, ?_⟩
  · rw [hU, intervalIntegral.integral_div, integral_sin, Real.cos_zero, Real.cos_two_pi]
    ring
  · have h : ∀ x : ℝ, (Real.sin x / 2) ^ 2 = 1 / 4 * Real.sin x ^ 2 := fun x => by ring
    simp only [h]
    rw [hU, intervalIntegral.integral_const_mul, integral_sin_sq, Real.sin_zero,
      Real.sin_two_pi]
    linear_combination (1 / 8) * hpi
  · -- an explicit antiderivative of `cos⁴(x/2)`
    have hd : ∀ x ∈ Set.uIcc 0 (2 * Real.pi), HasDerivAt
        (fun y => 3 / 8 * y + Real.sin y / 2 + Real.sin y * Real.cos y / 8)
        ((Real.cos (x / 2) ^ 2) ^ 2) x := by
      intro x _
      refine ((((hasDerivAt_id' x).const_mul (3 / 8 : ℝ)).fun_add
        ((Real.hasDerivAt_sin x).div_const 2)).fun_add
        (((Real.hasDerivAt_sin x).fun_mul (Real.hasDerivAt_cos x)).div_const 8)).congr_deriv ?_
      rw [Real.cos_sq (x / 2), show 2 * (x / 2) = x by ring]
      linear_combination (-1 / 8) * Real.sin_sq_add_cos_sq x
    rw [hU, intervalIntegral.integral_eq_sub_of_hasDerivAt hd
      (Continuous.intervalIntegrable (by fun_prop) _ _)]
    simp only [Real.sin_two_pi, Real.sin_zero]
    linear_combination (3 / 8) * hpi

/-- For independent uniform angles, the average of a function of angle `k` times equal
functions of the other angles is the product of the single-angle averages. -/
theorem average_factorises {n : ℕ} (k : Fin n) (g h : ℝ → ℝ) :
    ∫ t, g (t k) * ∏ i ∈ Finset.univ.erase k, h (t i) ∂randomAngles n =
      (∫ x, g x ∂uniformAngle) * (∫ x, h x ∂uniformAngle) ^ (n - 1) := by
  have hs : ∀ G H : Fin n → ℝ, ∏ i, (if i = k then G i else H i) =
      G k * ∏ i ∈ Finset.univ.erase k, H i := by
    intro G H
    rw [← Finset.mul_prod_erase Finset.univ _ (Finset.mem_univ k), if_pos rfl]
    congr 1
    exact Finset.prod_congr rfl fun i hi => if_neg (Finset.ne_of_mem_erase hi)
  calc _ = ∫ t, ∏ i, (if i = k then g (t i) else h (t i)) ∂randomAngles n :=
        integral_congr_ae (.of_forall fun t =>
          (hs (fun i => g (t i)) (fun i => h (t i))).symm)
    _ = ∏ i : Fin n, ∫ x, (if i = k then g x else h x) ∂uniformAngle :=
        integral_fintype_prod_eq_prod (μ := fun _ : Fin n => uniformAngle)
          (f := fun i x => if i = k then g x else h x)
    _ = ∏ i : Fin n, (if i = k then ∫ x, g x ∂uniformAngle else ∫ x, h x ∂uniformAngle) :=
        Finset.prod_congr rfl fun i _ => by split_ifs <;> rfl
    _ = _ := (hs (fun _ => ∫ x, g x ∂uniformAngle) (fun _ => ∫ x, h x ∂uniformAngle)).trans
        (by simp [Finset.card_erase_of_mem])

/-- For independent uniform angles, each partial derivative of the global cost has mean zero
and variance `(1/8)(3/8)^(n-1)`. -/
theorem global_gradient_variance {n : ℕ} (k : Fin n) :
    ∫ t, partialDeriv globalCost k t ∂randomAngles n = 0 ∧
    variance (partialDeriv globalCost k) (randomAngles n) = 1 / 8 * (3 / 8) ^ (n - 1) := by
  have hf : partialDeriv globalCost k = fun t : Fin n → ℝ =>
      Real.sin (t k) / 2 * ∏ i ∈ Finset.univ.erase k, Real.cos (t i / 2) ^ 2 :=
    funext fun t => (globalCost_hasDerivAt t k).deriv
  have hc : Continuous (partialDeriv (n := n) globalCost k) := by
    rw [hf]
    fun_prop
  have hm : ∫ t, partialDeriv globalCost k t ∂randomAngles n = 0 := by
    rw [hf, average_factorises k (fun x => Real.sin x / 2) (fun x => Real.cos (x / 2) ^ 2),
      angle_moments.1, zero_mul]
  refine ⟨hm, ?_⟩
  rw [variance_of_integral_eq_zero hc.measurable.aemeasurable hm, hf]
  -- the square of the slope is again a product of one-angle functions
  simp only [mul_pow, ← Finset.prod_pow]
  rw [average_factorises k (fun x => (Real.sin x / 2) ^ 2)
    (fun x => (Real.cos (x / 2) ^ 2) ^ 2), angle_moments.2.1, angle_moments.2.2]

/-- For independent uniform angles, each partial derivative of the local cost has mean zero
and variance `1/(8n²)`. -/
theorem local_gradient_variance {n : ℕ} (k : Fin n) :
    ∫ t, partialDeriv localCost k t ∂randomAngles n = 0 ∧
    variance (partialDeriv localCost k) (randomAngles n) = 1 / (8 * (n : ℝ) ^ 2) := by
  have hf : partialDeriv localCost k = fun t : Fin n → ℝ => Real.sin (t k) / 2 / n :=
    funext fun t => (localCost_hasDerivAt t k).deriv
  have hc : Continuous (partialDeriv (n := n) localCost k) := by
    rw [hf]
    fun_prop
  -- averages of a function of one angle only
  have h1 : ∀ g : ℝ → ℝ, ∫ t, g (t k) ∂randomAngles n = ∫ x, g x ∂uniformAngle :=
    fun g => by simpa using average_factorises k g (fun _ => 1)
  have hm : ∫ t, partialDeriv localCost k t ∂randomAngles n = 0 := by
    rw [hf, h1 (fun x => Real.sin x / 2 / n), integral_div, angle_moments.1, zero_div]
  refine ⟨hm, ?_⟩
  rw [variance_of_integral_eq_zero hc.measurable.aemeasurable hm, hf]
  simp only [div_pow _ (n : ℝ)]
  rw [h1 (fun x => (Real.sin x / 2) ^ 2 / (n : ℝ) ^ 2), integral_div, angle_moments.2.1, div_div]

/-- For independent uniform angles, the probability that a partial derivative of the global
cost is at least `ε > 0` in magnitude is at most `(1/8)(3/8)^(n-1)/ε²`. -/
theorem global_gradient_concentration {n : ℕ} (k : Fin n) {ε : ℝ} (hε : 0 < ε) :
    randomAngles n {t | ε ≤ |partialDeriv globalCost k t|} ≤
      ENNReal.ofReal (1 / 8 * (3 / 8) ^ (n - 1) / ε ^ 2) := by
  have hf : partialDeriv globalCost k = fun t : Fin n → ℝ =>
      Real.sin (t k) / 2 * ∏ i ∈ Finset.univ.erase k, Real.cos (t i / 2) ^ 2 :=
    funext fun t => (globalCost_hasDerivAt t k).deriv
  have hc : Continuous (partialDeriv (n := n) globalCost k) := by
    rw [hf]
    fun_prop
  -- the slope is bounded, hence square integrable
  have hb : ∀ t : Fin n → ℝ, ‖partialDeriv globalCost k t‖ ≤ 1 := by
    intro t
    have hp0 : 0 ≤ ∏ i ∈ Finset.univ.erase k, Real.cos (t i / 2) ^ 2 :=
      Finset.prod_nonneg fun i _ => sq_nonneg _
    have hp1 : ∏ i ∈ Finset.univ.erase k, Real.cos (t i / 2) ^ 2 ≤ 1 :=
      Finset.prod_le_one (fun i _ => sq_nonneg _) fun i _ => Real.cos_sq_le_one _
    have hs : |Real.sin (t k) / 2| ≤ 1 := by
      rw [abs_le]
      constructor <;> linarith [Real.neg_one_le_sin (t k), Real.sin_le_one (t k)]
    rw [hf, Real.norm_eq_abs, abs_mul, abs_of_nonneg hp0]
    exact mul_le_one₀ hs hp0 hp1
  have hL : MemLp (partialDeriv globalCost k) 2 (randomAngles n) :=
    MemLp.of_bound hc.aestronglyMeasurable 1 (.of_forall hb)
  have h := meas_ge_le_variance_div_sq hL hε
  rw [(global_gradient_variance k).1, (global_gradient_variance k).2] at h
  simpa only [sub_zero] using h

end

end ProductCircuitPlateau
```

```lean
#print axioms ProductCircuitPlateau.global_gradient_variance
#print axioms ProductCircuitPlateau.local_gradient_variance
#print axioms ProductCircuitPlateau.global_gradient_concentration
```

```
'ProductCircuitPlateau.global_gradient_variance' depends on axioms: [propext, Classical.choice, Quot.sound]
'ProductCircuitPlateau.local_gradient_variance' depends on axioms: [propext, Classical.choice, Quot.sound]
'ProductCircuitPlateau.global_gradient_concentration' depends on axioms: [propext, Classical.choice, Quot.sound]
```

## Lean definitions and lemmas in physical terms

`qubit` and `productState` are the complex amplitudes, and both costs are defined from their squared moduli. The cosine formulas are therefore theorems, `globalCost_eq` and `localCost_eq`. The latter rewrites the outcomes with one bit fixed as a product set, which turns the sum over bit strings into a product of single-qubit sums.

`partialDeriv` varies entry k through `Function.update`. The two `HasDerivAt` lemmas isolate the factor or term that contains t_k and differentiate it. `uniformAngle` is Lebesgue measure on (0, 2π] divided by 2π, and `randomAngles n` is its n-fold product, which expresses independence. An index `k : Fin n` exists only if n ≥ 1.

`angle_moments` computes the three averages, the last from an explicit antiderivative. `average_factorises` is the independence step. The two variance theorems insert the derivative formulas, show that the mean vanishes, and evaluate the mean square. `global_gradient_concentration` first bounds the derivative by 1, so that it is square integrable, and then applies Chebyshev's inequality.

## Scope of the variances and the probability bound

The variances are equalities at every n ≥ 1, for exactly this circuit and this distribution. Entangling gates, repeated layers, shared parameters and hardware noise are absent from the model, and so are shot noise and floating-point rounding.

The smallness is statistical. With t_k = π/2 and all other angles zero, the derivative formula gives ∂_k C_G = 1/2 for any n, so the landscape is not flat at every point. The probability bound concerns one component at one random point, and says nothing about the course of an optimisation.
